# A positive leapfrog step for a free particle on an even periodic grid is stable exactly below h²/(2d)

On a periodic grid with d ≥ 1 axes, an even positive number N of points per axis and spacing h > 0, let H be minus half the nearest-neighbour Laplacian, in units with ħ = m = 1. For dt > 0, all solutions of the leapfrog rule ψ_(n+2) = ψ_n − 2i dt Hψ_(n+1) stay bounded if and only if

dt < h²/(2d).

Halving h in the same box therefore quarters the allowed step. For real-time propagation with this rule on such a grid, this is the limit set by the kinetic energy alone, for one non-interacting particle with no potential and this stencil.

```lean
import Mathlib

open ComplexConjugate

set_option maxHeartbeats 60000

namespace GridLeapfrog

noncomputable section
```

## Grid, Hamiltonian and time step

A grid point x has d coordinates, each an integer modulo N, and e_j is the step to the next point along axis j.

```lean
/-- The periodic grid with `d` axes and `N` points per axis, for positive `N`. -/
abbrev Grid (d N : ℕ) := Fin d → ZMod N

variable {d N : ℕ}

/-- The displacement by one grid point along axis `j`. -/
def axisStep (j : Fin d) : Grid d N := Pi.single j 1
```

In units with ħ = m = 1, the Hamiltonian acts on a complex function ψ as

(Hψ)(x) = Σ_j [2ψ(x) − ψ(x+e_j) − ψ(x−e_j)] / (2h²).

At N = 2 the two neighbours along an axis are the same point, counted twice.

```lean
/-- The Hamiltonian `H`: minus half the nearest-neighbour Laplacian with spacing `h ≠ 0`. -/
def kinetic (h : ℝ) (ψ : Grid d N → ℂ) (x : Grid d N) : ℂ :=
  (∑ j : Fin d, (2 * ψ x - ψ (x + axisStep j) - ψ (x - axisStep j))) / (2 * (h : ℂ) ^ 2)
```

Matrix elements and squared norms are plain sums over points. A volume factor h^d would multiply both alike.

```lean
/-- The matrix element `⟨φ|H|ψ⟩`, summed over grid points, for spacing `h ≠ 0`. -/
def element [NeZero N] (h : ℝ) (φ ψ : Grid d N → ℂ) : ℂ :=
  ∑ x, conj (φ x) * kinetic h ψ x

/-- The squared norm `‖ψ‖²`, summed over grid points. -/
def totalNorm [NeZero N] (ψ : Grid d N → ℂ) : ℝ := ∑ x, ‖ψ x‖ ^ 2
```

The leapfrog rule, with n starting at 0, is

ψ_(n+2) = ψ_n − 2i dt Hψ_(n+1).

Both ψ_0 and ψ_1 are free. `Stable` says that each solution has a bound C, which may depend on the solution but not on time or position.

```lean
/-- The leapfrog rule `ψ_(n+2) = ψ_n - 2i dt H ψ_(n+1)`, for spacing `h ≠ 0`. -/
def IsLeapfrog (h dt : ℝ) (ψ : ℕ → Grid d N → ℂ) : Prop :=
  ∀ n x, ψ (n + 2) x = ψ n x - 2 * Complex.I * dt * kinetic h (ψ (n + 1)) x

/-- Stability: every leapfrog solution stays bounded in time, for spacing `h ≠ 0`. -/
def Stable (d N : ℕ) (h dt : ℝ) : Prop :=
  ∀ ψ : ℕ → Grid d N → ℂ, IsLeapfrog h dt ψ → ∃ C : ℝ, ∀ n x, ‖ψ n x‖ ≤ C
```

Two objects serve the unstable side: the checkerboard mode χ(x) = (−1)^(Σ_j x_j), and real amplitudes b_n that depend on a parameter s.

```lean
/-- The checkerboard mode: `1` on sites of even coordinate sum and `-1` on the others,
with coordinates taken from `0` to `N - 1` and `N` positive. -/
def checkerboard (x : Grid d N) : ℂ :=
  if ∑ j, (ZMod.cast (x j) : ZMod 2) = 0 then 1 else -1

/-- The real amplitude with `b_0 = 0`, `b_1 = 1` and `b_(n+2) = 2 s b_(n+1) - b_n`. -/
def amplitude (s : ℝ) : ℕ → ℝ
  | 0 => 0
  | 1 => 1
  | n + 2 => 2 * s * amplitude s (n + 1) - amplitude s n
```

## Hermiticity and a bound on H

Write 2ψ(x) − ψ(x+e) − ψ(x−e) as [ψ(x) − ψ(x−e)] − [ψ(x+e) − ψ(x)]. Relabelling x → x+e in the first part, which `Equiv.sum_comp` does in Lean, gives

Σ_x φ(x)* [2ψ(x) − ψ(x+e) − ψ(x−e)] = Σ_x [φ(x+e) − φ(x)]* [ψ(x+e) − ψ(x)].

```lean
/-- Summation by parts on a finite periodic lattice `G`, for the displacement `e`. -/
theorem sum_by_parts {G : Type*} [AddCommGroup G] [Fintype G] (e : G) (φ ψ : G → ℂ) :
    ∑ x, conj (φ x) * (2 * ψ x - ψ (x + e) - ψ (x - e))
      = ∑ x, conj (φ (x + e) - φ x) * (ψ (x + e) - ψ x) := by
  have t := Equiv.sum_comp (Equiv.addRight e) (fun x => conj (φ x) * (ψ x - ψ (x - e)))
  simp only [Equiv.coe_addRight, add_sub_cancel_right] at t
  simp only [map_sub, sub_mul, Finset.sum_sub_distrib]
  rw [t, ← Finset.sum_sub_distrib]
  exact Finset.sum_congr rfl fun x _ => by ring
```

Summing over the axes and dividing by 2h² gives ⟨φ|H|ψ⟩.

```lean
/-- For `h ≠ 0`, the matrix element is the sum over axes and grid points of the conjugated
difference of `φ` times the difference of `ψ`, divided by `2h²`. -/
theorem element_eq [NeZero N] (h : ℝ) (φ ψ : Grid d N → ℂ) :
    element h φ ψ = (∑ j : Fin d, ∑ x, conj (φ (x + axisStep j) - φ x)
      * (ψ (x + axisStep j) - ψ x)) / (2 * (h : ℂ) ^ 2) := by
  simp only [element, kinetic, ← mul_div_assoc, ← Finset.sum_div, Finset.mul_sum]
  rw [Finset.sum_comm, Finset.sum_congr rfl fun j _ => sum_by_parts (axisStep j) φ ψ]
```

Exchanging φ and ψ conjugates each term, so H is Hermitian.

```lean
/-- For `h ≠ 0`, the grid Hamiltonian is Hermitian: `⟨φ|H|ψ⟩` is the conjugate of `⟨ψ|H|φ⟩`. -/
theorem element_conj [NeZero N] (h : ℝ) (φ ψ : Grid d N → ℂ) :
    element h φ ψ = conj (element h ψ φ) := by
  rw [element_eq, element_eq]
  simp only [map_div₀, map_sum, map_mul, map_pow, map_ofNat, Complex.conj_ofReal,
    Complex.conj_conj]
  congr 1
  exact Finset.sum_congr rfl fun j _ => Finset.sum_congr rfl fun x _ => mul_comm _ _
```

For the size of a matrix element, each product of differences obeys

|a−b| |u−v| ≤ (|a|+|b|)(|u|+|v|) ≤ |a|² + |b|² + |u|² + |v|².

Summed over x, this is at most 2(‖φ‖² + ‖ψ‖²) per axis. With d axes and the factor 1/(2h²),

|⟨φ|H|ψ⟩| ≤ (d/h²)(‖φ‖² + ‖ψ‖²).

```lean
/-- For `h ≠ 0`, matrix elements of the grid Hamiltonian obey `|⟨φ|H|ψ⟩| ≤ (d/h²)(‖φ‖² + ‖ψ‖²)`. -/
theorem norm_element_le [NeZero N] (h : ℝ) (φ ψ : Grid d N → ℂ) :
    ‖element h φ ψ‖ ≤ d / h ^ 2 * (totalNorm φ + totalNorm ψ) := by
  have am : ∀ a b u v : ℂ,
      ‖conj (a - b) * (u - v)‖ ≤ ‖a‖ ^ 2 + ‖b‖ ^ 2 + (‖u‖ ^ 2 + ‖v‖ ^ 2) := by
    intro a b u v
    rw [norm_mul, Complex.norm_conj]
    refine (mul_le_mul (norm_sub_le a b) (norm_sub_le u v) (norm_nonneg _)
      (by positivity)).trans ?_
    linarith [sq_nonneg (‖a‖ + ‖b‖ - ‖u‖ - ‖v‖), sq_nonneg (‖a‖ - ‖b‖),
      sq_nonneg (‖u‖ - ‖v‖)]
  have shift : ∀ (e : Grid d N) (f : Grid d N → ℂ), ∑ x, ‖f (x + e)‖ ^ 2 = totalNorm f :=
    fun e f => Equiv.sum_comp (Equiv.addRight e) (fun x => ‖f x‖ ^ 2)
  have bond : ∀ j : Fin d, ‖∑ x, conj (φ (x + axisStep j) - φ x)
      * (ψ (x + axisStep j) - ψ x)‖ ≤ 2 * (totalNorm φ + totalNorm ψ) := by
    intro j
    refine (norm_sum_le _ _).trans ((Finset.sum_le_sum fun x _ => am _ _ _ _).trans_eq ?_)
    rw [Finset.sum_add_distrib, Finset.sum_add_distrib, Finset.sum_add_distrib, shift, shift]
    unfold totalNorm
    ring
  have hn : ‖2 * (h : ℂ) ^ 2‖ = 2 * h ^ 2 := by simp
  rw [element_eq, norm_div, hn]
  refine (div_le_div_of_nonneg_right ((norm_sum_le _ _).trans
    (Finset.sum_le_sum fun j _ => bond j)) (by positivity)).trans_eq ?_
  rw [Finset.sum_const, Finset.card_univ, Fintype.card_fin, nsmul_eq_mul]
  ring
```

## Below the threshold, a conserved form bounds the solution

If a = b − 2i dt K, then

|a|² − |b|² = Re[(a+b)*(a−b)] = 2dt Im[(a+b)*K].

This is `pt` in the code. Taking a = ψ_(n+2), b = ψ_n and K = Hψ_(n+1), summing over x and using Hermiticity,

‖ψ_(n+2)‖² − ‖ψ_n‖² = 2dt (Im⟨ψ_(n+2)|H|ψ_(n+1)⟩ − Im⟨ψ_(n+1)|H|ψ_n⟩).

Hence the quantity

E = ‖ψ_(n+1)‖² + ‖ψ_n‖² − 2dt Im⟨ψ_(n+1)|H|ψ_n⟩

does not depend on n (`hE`). Set s = 2d dt/h², called `k` in this proof. The bound on H gives

(1−s)(‖ψ_(n+1)‖² + ‖ψ_n‖²) ≤ E.

For s < 1 it follows that |ψ_n(x)|² ≤ E/(1−s), and since |z| ≤ |z|² + 1, C = E/(1−s) + 1 is a bound.

```lean
/-- For positive `N`, `h > 0`, `d ≥ 1` and positive `dt < h²/(2d)`, every leapfrog solution is
bounded. -/
theorem stable_of_lt [NeZero N] {h dt : ℝ} (hh : 0 < h) (hd : 0 < d) (hdt : 0 < dt)
    (hlt : dt < h ^ 2 / (2 * d)) : Stable d N h dt := by
  intro ψ hψ
  have hd' : (0 : ℝ) < d := by exact_mod_cast hd
  have hq : 2 * dt * (d / h ^ 2) < 1 := by
    rw [lt_div_iff₀ (by positivity)] at hlt
    rw [← mul_div_assoc, div_lt_one (by positivity)]
    linarith
  have pt : ∀ a b K : ℂ, a = b - 2 * Complex.I * dt * K →
      ‖a‖ ^ 2 - ‖b‖ ^ 2 = 2 * dt * ((conj a * K).im + (conj b * K).im) := by
    intro a b K hab
    rw [hab, Complex.sq_norm, Complex.sq_norm, Complex.normSq_apply, Complex.normSq_apply]
    simp only [Complex.sub_re, Complex.sub_im, Complex.mul_re, Complex.mul_im, Complex.I_re,
      Complex.I_im, Complex.ofReal_re, Complex.ofReal_im, Complex.re_ofNat, Complex.im_ofNat,
      Complex.conj_re, Complex.conj_im]
    ring
  -- a quadratic form in two successive steps does not change in time
  obtain ⟨E, hE⟩ : ∃ E : ℝ, ∀ n, totalNorm (ψ (n + 1)) + totalNorm (ψ n)
      - 2 * dt * (element h (ψ (n + 1)) (ψ n)).im = E := by
    refine ⟨totalNorm (ψ (0 + 1)) + totalNorm (ψ 0)
      - 2 * dt * (element h (ψ (0 + 1)) (ψ 0)).im, fun n => ?_⟩
    induction n with
    | zero => rfl
    | succ n ih =>
      have hs : totalNorm (ψ (n + 1 + 1)) - totalNorm (ψ n)
          = 2 * dt * ((element h (ψ (n + 1 + 1)) (ψ (n + 1))).im
            + (element h (ψ n) (ψ (n + 1))).im) := by
        simp only [totalNorm, element, Complex.im_sum]
        rw [← Finset.sum_sub_distrib, ← Finset.sum_add_distrib, Finset.mul_sum]
        exact Finset.sum_congr rfl fun x _ => pt _ _ _ (hψ n x)
      rw [element_conj h (ψ n) (ψ (n + 1)), Complex.conj_im] at hs
      rw [← ih]
      linarith
  refine ⟨E / (1 - 2 * dt * (d / h ^ 2)) + 1, fun n x => ?_⟩
  have hx : ‖ψ n x‖ ^ 2 ≤ totalNorm (ψ n) :=
    Finset.single_le_sum (f := fun y => ‖ψ n y‖ ^ 2) (fun y _ => sq_nonneg _)
      (Finset.mem_univ x)
  have hp : 0 ≤ totalNorm (ψ (n + 1)) := Finset.sum_nonneg fun y _ => sq_nonneg _
  -- below the threshold the form controls the norm
  have hF := mul_le_mul_of_nonneg_left (((le_abs_self _).trans (Complex.abs_im_le_norm _)).trans
    (norm_element_le h (ψ (n + 1)) (ψ n))) (by positivity : 0 ≤ 2 * dt)
  rw [← mul_assoc] at hF
  have hn := hE n
  generalize 2 * dt * ((d : ℝ) / h ^ 2) = k at hq hF ⊢
  have hb : totalNorm (ψ n) ≤ E / (1 - k) := by
    rw [le_div_iff₀ (by linarith)]
    linarith [mul_nonneg hp (sub_nonneg.mpr hq.le)]
  linarith [sq_nonneg (‖ψ n x‖ - 1), sq_nonneg ‖ψ n x‖]
```

## From the threshold upwards, the checkerboard grows

One step along an axis changes the parity of the coordinate sum. This also holds across the boundary, where the coordinate falls by N−1, an odd number. Lean expresses this through the ring map from integers modulo N to integers modulo 2.

```lean
/-- For even `N`, the checkerboard mode changes sign under a step along any axis. -/
theorem checkerboard_step (hN : Even N) (x : Grid d N) (j : Fin d) :
    checkerboard (x + axisStep j) = -checkerboard x := by
  let c : ZMod N →+* ZMod 2 := ZMod.castHom hN.two_dvd (ZMod 2)
  have hadd : ∀ a b : ZMod N, (ZMod.cast (a + b) : ZMod 2) = ZMod.cast a + ZMod.cast b :=
    fun a b => map_add c a b
  have he : ∑ i, (ZMod.cast ((axisStep j : Grid d N) i) : ZMod 2) = 1 := by
    rw [Finset.sum_eq_single j]
    · rw [axisStep, Pi.single_eq_same]
      exact map_one c
    · intro i _ hi
      rw [axisStep, Pi.single_eq_of_ne hi]
      exact map_zero c
    · exact fun hj => absurd (Finset.mem_univ j) hj
  have two : ∀ t : ZMod 2, t = 0 ∨ t = 1 := by decide
  simp only [checkerboard, Pi.add_apply, hadd, Finset.sum_add_distrib, he]
  rcases two (∑ i, (ZMod.cast (x i) : ZMod 2)) with ht | ht
  · rw [ht, if_neg (show ¬((0 : ZMod 2) + 1 = 0) by decide), if_pos rfl]
  · rw [ht, if_pos (show (1 : ZMod 2) + 1 = 0 by decide),
      if_neg (show ¬((1 : ZMod 2) = 0) by decide), neg_neg]
```

Each axis therefore contributes 2χ + χ + χ = 4χ, and

Hχ = 4dχ/(2h²) = (2d/h²)χ.

```lean
/-- For even `N` and `h ≠ 0`, the checkerboard mode with any amplitude `c` satisfies
`H ψ = (2d/h²) ψ`. -/
theorem kinetic_checkerboard (hN : Even N) (h : ℝ) (c : ℂ) (x : Grid d N) :
    kinetic h (fun y => c * checkerboard y) x
      = 2 * d / (h : ℂ) ^ 2 * (c * checkerboard x) := by
  have hm : ∀ j : Fin d, checkerboard (x - axisStep j) = -checkerboard x := by
    intro j
    have hj := checkerboard_step hN (x - axisStep j) j
    rw [sub_add_cancel] at hj
    rw [hj, neg_neg]
  simp only [kinetic, checkerboard_step hN, hm, Finset.sum_const, Finset.card_univ,
    Fintype.card_fin, nsmul_eq_mul]
  ring
```

Let s = 2d dt/h² as before. Insert ψ_n = (−i)^n b_n χ into the leapfrog rule and divide by (−i)^n χ:

b_(n+2) = 2s b_(n+1) − b_n.

This rearranges to

b_(n+2) − b_(n+1) = (b_(n+1) − b_n) + 2(s−1) b_(n+1).

Start from b_0 = 0 and b_1 = 1. For s ≥ 1, induction (`hb`) shows that every increment is at least 1, so |ψ_n(x)| = b_n ≥ n. Since ψ_0 = 0, this solution is best read as an error that, by linearity, can be added to any other solution.

```lean
/-- For even `N`, `h > 0`, `d ≥ 1` and `dt ≥ h²/(2d)`, some leapfrog solution has modulus at
least `n` at every grid point after `n` steps. -/
theorem exists_growing (hN : Even N) {h dt : ℝ} (hh : 0 < h) (hd : 0 < d)
    (hge : h ^ 2 / (2 * d) ≤ dt) :
    ∃ ψ : ℕ → Grid d N → ℂ, IsLeapfrog h dt ψ ∧ ∀ (n : ℕ) x, (n : ℝ) ≤ ‖ψ n x‖ := by
  have hd' : (0 : ℝ) < d := by exact_mod_cast hd
  obtain ⟨s, hsd⟩ : ∃ s : ℝ, s = 2 * d * dt / h ^ 2 := ⟨_, rfl⟩
  have hs : 1 ≤ s := by
    rw [div_le_iff₀ (by positivity)] at hge
    rw [hsd, le_div_iff₀ (by positivity)]
    linarith
  have hsC : (s : ℂ) = 2 * d * dt / (h : ℂ) ^ 2 := by simp [hsd]
  have hr : ∀ n, amplitude s (n + 2) = 2 * s * amplitude s (n + 1) - amplitude s n :=
    fun n => by rw [amplitude]
  -- the amplitude gains at least one unit per step
  have hb : ∀ n : ℕ, (n : ℝ) ≤ amplitude s n ∧ amplitude s n + 1 ≤ amplitude s (n + 1) := by
    intro n
    induction n with
    | zero => simp [amplitude]
    | succ n ih =>
      have hn : (0 : ℝ) ≤ n := Nat.cast_nonneg n
      refine ⟨by push_cast; linarith [ih.1, ih.2], ?_⟩
      rw [hr n]
      linarith [ih.2, mul_nonneg (sub_nonneg.mpr hs)
        (by linarith [ih.1, ih.2] : 0 ≤ amplitude s (n + 1))]
  refine ⟨fun n x => (-Complex.I) ^ n * (amplitude s n : ℂ) * checkerboard x, ?_, ?_⟩
  · intro n x
    have hI : (-Complex.I) ^ (n + 2) = (-Complex.I) ^ n * (-1) := by
      rw [pow_add, neg_sq, Complex.I_sq]
    simp only [kinetic_checkerboard hN]
    rw [hI, pow_succ (-Complex.I) n, hr n]
    push_cast
    rw [hsC]
    generalize (-Complex.I) ^ n = p
    linear_combination (-2 * (2 * d * dt / (h : ℂ) ^ 2) * p
      * (amplitude s (n + 1) : ℂ) * checkerboard x) * Complex.I_sq
  · intro n x
    have hc : ‖checkerboard x‖ = 1 := by
      unfold checkerboard
      split_ifs <;> simp
    rw [norm_mul, norm_mul, norm_pow, norm_neg, Complex.norm_I, one_pow, hc, one_mul, mul_one,
      Complex.norm_real, Real.norm_eq_abs]
    exact (hb n).1.trans (le_abs_self _)
```

## The equivalence and the halved spacing

A growing solution eventually exceeds any proposed C, so stability forces dt < h²/(2d). The conserved form gives the converse.

```lean
/-- On a periodic grid with `d ≥ 1` axes, an even positive number `N` of points per axis and
spacing `h > 0`, all leapfrog solutions with `dt > 0` are bounded iff `dt < h²/(2d)`. -/
theorem stable_iff [NeZero N] (hN : Even N) {h dt : ℝ} (hh : 0 < h) (hd : 0 < d)
    (hdt : 0 < dt) : Stable d N h dt ↔ dt < h ^ 2 / (2 * d) := by
  refine ⟨fun hst => ?_, stable_of_lt hh hd hdt⟩
  by_contra hge
  obtain ⟨ψ, hψ, hgrow⟩ := exists_growing (N := N) hN hh hd (not_lt.mp hge)
  obtain ⟨C, hC⟩ := hst ψ hψ
  obtain ⟨n, hn⟩ := exists_nat_gt C
  exact absurd ((hgrow n 0).trans (hC n 0)) (not_le_of_gt hn)
```

For odd N the equivalence fails. For example, with N = 3 and d = 1, the eigenvalues of H are 0 and 3/(2h²). At dt = h²/2 the largest value of dt times an eigenvalue is 3/4, and all solutions stay bounded.

Stability could also be modelled by requiring |g| ≤ 1 for every growth factor g of a mode ψ_n ∝ gⁿ. That would turn < into ≤: at equality the checkerboard has the double root g = −i, and the linear growth goes unnoticed.

Going from N to 2N points at spacing h/2 keeps the box length Nh, and

(h/2)²/(2d) = ¼ · h²/(2d).

So dt is stable on the fine grid exactly when 4dt is stable on the coarse one.

```lean
/-- Halving the spacing in the same box, for `d ≥ 1`, even positive `N`, `h > 0` and `dt > 0`:
the step `dt` is stable on the fine grid iff `4 dt` is stable on the coarse grid. -/
theorem stable_half_spacing [NeZero N] (hN : Even N) {h dt : ℝ} (hh : 0 < h) (hd : 0 < d)
    (hdt : 0 < dt) : Stable d (2 * N) (h / 2) dt ↔ Stable d N h (4 * dt) := by
  have : NeZero (2 * N) := ⟨mul_ne_zero two_ne_zero (NeZero.ne N)⟩
  rw [stable_iff (even_two_mul N) (half_pos hh) hd hdt,
    stable_iff hN hh hd (by positivity : 0 < 4 * dt)]
  have hq : (h / 2) ^ 2 / (2 * (d : ℝ)) = h ^ 2 / (2 * d) / 4 := by ring
  rw [hq]
  constructor <;> intro hlt <;> linarith

end

end GridLeapfrog
```

```lean
#print axioms GridLeapfrog.stable_half_spacing
```

```
'GridLeapfrog.stable_half_spacing' depends on axioms: [propext, Classical.choice, Quot.sound]
```
